# The determinant of \(A\otimes 1-1\otimes B\) and the additive levels of two non-interacting subsystems

To list the levels of two distinguishable subsystems that do not interact, one diagonalises each Hamiltonian separately and adds the energies in pairs. For Hermitian matrices, products of eigenvectors justify this. An effective non-Hermitian Hamiltonian may lack a complete set of eigenvectors, but a determinant argument still gives the sums, with algebraic multiplicities, for any square complex matrices.

Let \(A\) and \(B\) be square complex matrices indexed by finite sets `m` and `n`, of sizes \(|m|\) and \(|n|\). Indices \(i,k\) belong to `m`, and \(j,l\) to `n`.

```lean
import Mathlib

open Matrix Polynomial
open scoped Kronecker

namespace KroneckerDeterminant

variable {m n : Type*} [Fintype m] [DecidableEq m] [Fintype n] [DecidableEq n]
```

The basic object is the Kronecker difference, with entries \(A_{ik}\delta_{jl}-\delta_{ik}B_{jl}\) in row \((i,j)\) and column \((k,l)\).

```lean
/-- The Kronecker difference `A ⊗ 1 - 1 ⊗ B` on the composite space. -/
def kronDiff (A : Matrix m m ℂ) (B : Matrix n n ℂ) : Matrix (m × n) (m × n) ℂ :=
  A ⊗ₖ (1 : Matrix n n ℂ) - (1 : Matrix m m ℂ) ⊗ₖ B
```

The Hamiltonian of the composite has a plus sign instead. It contains no coupling term, and it acts on the full tensor product of the two state spaces. For two identical fermions, antisymmetry would exclude some of the pairs of states.

```lean
/-- The Hamiltonian `A ⊗ 1 + 1 ⊗ B` of two subsystems that do not interact. -/
def compositeHamiltonian (A : Matrix m m ℂ) (B : Matrix n n ℂ) :
    Matrix (m × n) (m × n) ℂ :=
  A ⊗ₖ (1 : Matrix n n ℂ) + (1 : Matrix m m ℂ) ⊗ₖ B
```

The same difference governs the linear map \(X\mapsto AX-XB^{T}\) on \(|m|\times|n|\) matrices. The map \(X\mapsto AX-XB\) has the same determinant, because \(B\) and \(B^{T}\) have the same characteristic polynomial.

```lean
/-- The Sylvester operator `X ↦ A X - X Bᵀ` on rectangular matrices. -/
def sylvester (A : Matrix m m ℂ) (B : Matrix n n ℂ) :
    Matrix m n ℂ →ₗ[ℂ] Matrix m n ℂ where
  toFun X := A * X - X * Bᵀ
  map_add' X Y := by
    rw [Matrix.mul_add, Matrix.add_mul]
    abel
  map_smul' c X := by
    simp [smul_sub]
```

## Taking the determinant in two stages

Let \(p(x)=\det(x1-B)\). Putting \(x=A\) in the matrix \(x1-B\) gives a block matrix with blocks \(\delta_{jl}A-B_{jl}1\). This is the Kronecker difference with its tensor factors exchanged, which leaves the determinant unchanged.

To evaluate it by hand, choose a basis in which \(A\) is upper triangular with diagonal entries \(\alpha_i\). The Kronecker difference is then block triangular with diagonal blocks \(\alpha_i1-B\), and \(p(A)\) is triangular with diagonal entries \(p(\alpha_i)\). Hence

\[
\det(A\otimes1-1\otimes B)=\prod_i p(\alpha_i)=\det p(A).
\]

The Lean proof uses no triangular form. The blocks are polynomials in \(A\) and so commute, and `Matrix.det_det` takes the determinant first over polynomials, then over numbers. In the code, `aeval A B.charpoly` is \(p(A)\), and `e` checks the exchange of factors entry by entry.

```lean
/-- The determinant of `A ⊗ 1 - 1 ⊗ B` is the determinant of `p(A)`, where
`p(x) = det(x 1 - B)` is the characteristic polynomial of `B`. -/
theorem det_kronDiff (A : Matrix m m ℂ) (B : Matrix n n ℂ) :
    (kronDiff A B).det = (aeval A B.charpoly).det := by
  -- the blocks are polynomials in `A`, so the determinant can be taken in two stages
  have h := Matrix.det_det (M := B.charmatrix)
    (f := (aeval A : ℂ[X] →ₐ[ℂ] Matrix m m ℂ).toRingHom)
  -- the block matrix is the Kronecker difference with its tensor factors exchanged
  have e : Matrix.comp n n m m ℂ
      (B.charmatrix.map (aeval A : ℂ[X] →ₐ[ℂ] Matrix m m ℂ).toRingHom) =
      (kronDiff A B).submatrix (Equiv.prodComm n m) (Equiv.prodComm n m) := by
    ext ⟨j, i⟩ ⟨l, k⟩
    by_cases hjl : j = l
    · subst hjl
      simp [kronDiff, Matrix.comp_apply, Matrix.algebraMap_matrix_apply, Matrix.one_apply]
    · simp [kronDiff, Matrix.comp_apply, Matrix.algebraMap_matrix_apply, Matrix.one_apply, hjl]
  rw [e, Matrix.det_submatrix_equiv_self] at h
  exact h.symm
```

## The Sylvester operator as a matrix

Flatten \(X\) row by row into a vector with components \(X_{kl}\). Then

\[
\sum_{k,l}(A_{ik}\delta_{jl}-\delta_{ik}B_{jl})X_{kl}
=\sum_k A_{ik}X_{kj}-\sum_l X_{il}B_{jl}
=(AX-XB^{T})_{ij}.
\]

The steps `h1` and `h2` evaluate the two sums.

```lean
/-- When `X` is flattened into a vector, the Sylvester operator acts on it as the matrix
`A ⊗ 1 - 1 ⊗ B`. -/
theorem kronDiff_mulVec (A : Matrix m m ℂ) (B : Matrix n n ℂ) (X : Matrix m n ℂ) :
    kronDiff A B *ᵥ (fun q => X q.1 q.2) = fun q => sylvester A B X q.1 q.2 := by
  funext ⟨i, j⟩
  have h1 : ∑ k, ∑ l, A i k * (1 : Matrix n n ℂ) j l * X k l = ∑ k, A i k * X k j := by
    simp [Matrix.one_apply]
  have h2 : ∑ k, ∑ l, (1 : Matrix m m ℂ) i k * B j l * X k l = ∑ l, X i l * B j l := by
    rw [Finset.sum_comm]
    simp [Matrix.one_apply, mul_comm]
  simp only [kronDiff, sylvester, LinearMap.coe_mk, AddHom.coe_mk, Matrix.mulVec, dotProduct,
    Matrix.sub_apply, Matrix.kroneckerMap_apply, Matrix.mul_apply, Matrix.transpose_apply,
    sub_mul, Finset.sum_sub_distrib, Fintype.sum_prod_type]
  rw [h1, h2]
```

Flattening is an invertible linear map `e`, and conjugation by it preserves the determinant. The operator therefore also has determinant \(\det p(A)\).

```lean
/-- The determinant of the Sylvester operator `X ↦ A X - X Bᵀ` is `det p(A)`, with `p` the
characteristic polynomial of `B`. -/
theorem det_sylvester (A : Matrix m m ℂ) (B : Matrix n n ℂ) :
    LinearMap.det (sylvester A B) = (aeval A B.charpoly).det := by
  let e : Matrix m n ℂ ≃ₗ[ℂ] (m × n → ℂ) :=
    { toFun := fun X q => X q.1 q.2
      invFun := fun v => Matrix.of fun i j => v (i, j)
      map_add' := fun _ _ => rfl
      map_smul' := fun _ _ => rfl
      left_inv := fun _ => rfl
      right_inv := fun _ => rfl }
  have h : e.toLinearMap ∘ₗ sylvester A B ∘ₗ e.symm.toLinearMap =
      Matrix.toLin' (kronDiff A B) := by
    apply LinearMap.ext
    intro v
    rw [Matrix.toLin'_apply]
    exact (kronDiff_mulVec A B (e.symm v)).symm
  rw [← LinearMap.det_conj (sylvester A B) e, h, LinearMap.det_toLin', det_kronDiff]
```

## Products over eigenvalues

Eigenvalues are represented by `charpoly.roots`, the roots of the characteristic polynomial repeated by algebraic multiplicity. Over \(\mathbb C\) this monic polynomial splits completely, so \(\det(x1-A)=\prod_\alpha(x-\alpha)\).

```lean
/-- The characteristic polynomial of a complex matrix is the product of `x - α` over its
eigenvalues `α`, counted with algebraic multiplicity. -/
theorem charpoly_factor (A : Matrix m m ℂ) :
    (A.charpoly.roots.map fun α => X - C α).prod = A.charpoly :=
  prod_multiset_X_sub_C_of_monic_of_roots_card_eq A.charpoly_monic
    (splits_iff_card_roots.mp (IsAlgClosed.splits _))
```

Setting \(x=E\) gives the secular determinant, \(\det(E1-A)=\prod_\alpha(E-\alpha)\). Here `h1` evaluates the determinant and `h2` the product.

```lean
/-- The secular determinant `det(E 1 - A)` is the product of `E - α` over the eigenvalues `α`
of `A`, counted with algebraic multiplicity. -/
theorem secular_det (A : Matrix m m ℂ) (E : ℂ) :
    (E • (1 : Matrix m m ℂ) - A).det = (A.charpoly.roots.map fun α => E - α).prod := by
  have h1 : A.charpoly.eval E = (E • (1 : Matrix m m ℂ) - A).det := by
    rw [Matrix.charpoly, ← coe_evalRingHom, RingHom.map_det]
    congr 1
    ext i j
    by_cases hij : i = j
    · subst hij
      simp
    · simp [hij]
  have h2 := congrArg (eval E) (charpoly_factor A)
  rw [eval_multiset_prod, Multiset.map_map] at h2
  simp only [Function.comp_def, eval_sub, eval_X, eval_C] at h2
  rw [← h1, ← h2]
```

Factorising \(p\) in the same way gives \(p(A)=\prod_\beta(A-\beta1)\), and therefore \(\det p(A)=\prod_\beta\det(A-\beta1)\). The proof is an induction over the list of roots, splitting off one factor at a time.

```lean
/-- The determinant of `A ⊗ 1 - 1 ⊗ B` is the product of `det(A - β 1)` over the eigenvalues
`β` of `B`, counted with algebraic multiplicity. -/
theorem det_kronDiff_eq_prod_det (A : Matrix m m ℂ) (B : Matrix n n ℂ) :
    (kronDiff A B).det =
      (B.charpoly.roots.map fun β => (A - β • (1 : Matrix m m ℂ)).det).prod := by
  have hlin : ∀ β : ℂ, aeval A (X - C β) = A - β • (1 : Matrix m m ℂ) := by
    intro β
    simp [Algebra.algebraMap_eq_smul_one]
  -- the determinant is multiplicative over the linear factors of `p(A)`
  have key : ∀ s : Multiset ℂ, (aeval A (s.map fun β => X - C β).prod).det =
      (s.map fun β => (A - β • (1 : Matrix m m ℂ)).det).prod := by
    intro s
    induction s using Multiset.induction_on with
    | empty => simp
    | cons b s ih =>
      rw [Multiset.map_cons, Multiset.prod_cons, map_mul, Matrix.det_mul, ih, hlin,
        Multiset.map_cons, Multiset.prod_cons]
  rw [det_kronDiff, ← key, charpoly_factor]
```

Each factor is \(\det(A-\beta1)=(-1)^{|m|}\det(\beta1-A)=\prod_\alpha(\alpha-\beta)\), because \(A\) has \(|m|\) eigenvalues counted with multiplicity.

```lean
/-- The determinant of `A ⊗ 1 - 1 ⊗ B` is the product of all differences `α - β` of an
eigenvalue of `A` and an eigenvalue of `B`, counted with algebraic multiplicity. -/
theorem det_kronDiff_eq_prod_sub (A : Matrix m m ℂ) (B : Matrix n n ℂ) :
    (kronDiff A B).det =
      (B.charpoly.roots.map fun β => (A.charpoly.roots.map fun α => α - β).prod).prod := by
  rw [det_kronDiff_eq_prod_det]
  refine congrArg Multiset.prod (Multiset.map_congr rfl fun β _ => ?_)
  have hcard : Multiset.card A.charpoly.roots = Fintype.card m := by
    rw [splits_iff_card_roots.mp (IsAlgClosed.splits _), Matrix.charpoly_natDegree_eq_dim]
  -- both sides differ from the secular determinant by one sign per eigenvalue
  have hs : (fun α : ℂ => α - β) = fun α => (-1) * (β - α) := by
    funext α
    ring
  rw [hs, Multiset.prod_map_mul, Multiset.map_const', Multiset.prod_replicate, hcard,
    ← secular_det, ← Matrix.det_neg, neg_sub]
```

## Energies of the composite

The shifted Hamiltonian is again a Kronecker difference:

\[
E1-(A\otimes1+1\otimes B)=(E1-A)\otimes1-1\otimes B.
\]

Replacing \(A\) by \(E1-A\) in the product over \(\beta\) gives

\[
\prod_\beta\det\bigl((E-\beta)1-A\bigr)=\prod_{\alpha,\beta}\bigl(E-(\alpha+\beta)\bigr).
\]

```lean
/-- The secular determinant of two non-interacting subsystems is the product of `E - (α + β)`
over all pairs of subsystem eigenvalues, counted with algebraic multiplicity. -/
theorem secular_det_composite (A : Matrix m m ℂ) (B : Matrix n n ℂ) (E : ℂ) :
    (E • (1 : Matrix (m × n) (m × n) ℂ) - compositeHamiltonian A B).det =
      (B.charpoly.roots.map fun β =>
        (A.charpoly.roots.map fun α => E - (α + β)).prod).prod := by
  -- the shifted Hamiltonian is a Kronecker difference
  have h : E • (1 : Matrix (m × n) (m × n) ℂ) - compositeHamiltonian A B =
      kronDiff (E • (1 : Matrix m m ℂ) - A) B := by
    ext ⟨i, j⟩ ⟨k, l⟩
    by_cases h1 : i = k <;> by_cases h2 : j = l <;>
      simp [compositeHamiltonian, kronDiff, h1, h2]
    ring
  rw [h, det_kronDiff_eq_prod_det]
  refine congrArg Multiset.prod (Multiset.map_congr rfl fun β _ => ?_)
  have h3 : E • (1 : Matrix m m ℂ) - A - β • (1 : Matrix m m ℂ) =
      (E - β) • (1 : Matrix m m ℂ) - A := by
    module
  rw [h3, secular_det]
  refine congrArg Multiset.prod (Multiset.map_congr rfl fun α _ => ?_)
  ring
```

A finite product vanishes exactly when one of its factors does. The zeros \(E\) are thus the sums \(\alpha+\beta\) of zeros of the subsystem determinants. This last statement gives the set of levels; the product above also records their multiplicities.

```lean
/-- A number `E` solves the secular equation of two non-interacting subsystems exactly when it
is a sum `α + β` of solutions of the two subsystem secular equations. -/
theorem composite_level_iff (A : Matrix m m ℂ) (B : Matrix n n ℂ) (E : ℂ) :
    (E • (1 : Matrix (m × n) (m × n) ℂ) - compositeHamiltonian A B).det = 0 ↔
      ∃ α β : ℂ, (α • (1 : Matrix m m ℂ) - A).det = 0 ∧
        (β • (1 : Matrix n n ℂ) - B).det = 0 ∧ E = α + β := by
  rw [secular_det_composite]
  simp only [secular_det, Multiset.prod_eq_zero_iff, Multiset.mem_map]
  constructor
  · rintro ⟨β, hβ, α, hα, h⟩
    exact ⟨α, β, ⟨α, hα, sub_self α⟩, ⟨β, hβ, sub_self β⟩, sub_eq_zero.mp h⟩
  · rintro ⟨α, β, ⟨a, ha, hαa⟩, ⟨b, hb, hβb⟩, h⟩
    exact ⟨b, hb, a, ha, by linear_combination h + hαa + hβb⟩

end KroneckerDeterminant
```

```lean
#print axioms KroneckerDeterminant.det_sylvester
#print axioms KroneckerDeterminant.det_kronDiff_eq_prod_sub
#print axioms KroneckerDeterminant.composite_level_iff
```

```
'KroneckerDeterminant.det_sylvester' depends on axioms: [propext, Classical.choice, Quot.sound]
'KroneckerDeterminant.det_kronDiff_eq_prod_sub' depends on axioms: [propext, Classical.choice, Quot.sound]
'KroneckerDeterminant.composite_level_iff' depends on axioms: [propext, Classical.choice, Quot.sound]
```

## A constant shift and a coupled pair

If the second subsystem has a single state of energy \(b\), then \(p(x)=x-b\), and every level of \(A\) is shifted by \(b\).

The sum rule does not extend to arbitrary coupling. Take two two-level systems with \(A=B=0\) and add \(g\,\sigma_x\otimes\sigma_x\) with \(g\neq0\), where \(\sigma_x\) is the Pauli matrix. The levels are \(\pm g\), while the only sum of subsystem levels is \(0\).

In quantum mechanics the result supports adding energies, including complex resonance energies, for uncoupled, distinguishable subsystems described in finite orthonormal bases by matrices that do not depend on \(E\). Whether those matrices represent the real subsystems well is a separate question, which depends on the choice of basis and on the approximations made in each Hamiltonian.
